# With density matrices held fixed, the generalized Fock matrix gives the initial energy slope under an orbital rotation

A molecule's electronic state has been computed in some set of real orbitals, and the orbitals themselves are now to be improved. Mix them slightly while keeping the one- and two-particle density matrices γ and Γ fixed: how fast does the energy change?

Let h and g be the one- and two-electron integrals in the current orbitals, which are orthonormal. Column p of the mixing matrix U(t) = exp(tK) holds the coefficients of new orbital p. Here t is a real parameter and K a real antisymmetric matrix, so the orbitals stay orthonormal. The electronic energy is E = Σ_pq h_pq γ_pq + ½ Σ_pqrs g_pqrs Γ_pqrs, with the integrals taken in the new orbitals. For integrals and density matrices with the symmetries stated below, it has the slope

E′(0) = 2 Σ_ap K_ap F_pa,

F_pa = Σ_q γ_pq h_aq + Σ_qrs Γ_pqrs g_aqrs.

```lean
import Mathlib

open Matrix

namespace OrbitalGradient

noncomputable section

variable {n : Type*} [Fintype n] [DecidableEq n]
```

The orbitals are labelled by a finite type `n`, so the basis is finite. `Matrix n n ℝ` is a real square matrix with those labels.

## Integrals, energy and Fock matrix

```lean
/-- Symmetry of a four-index array under exchange of the two electrons and under
simultaneous reversal of both index pairs. -/
structure PairSymmetric (T : n → n → n → n → ℝ) : Prop where
  exchange : ∀ p q r s, T p q r s = T r s p q
  reverse : ∀ p q r s, T p q r s = T q p s r
```

`PairSymmetric T` is a pair of conditions on a four-index array:

T_pqrs = T_rspq and T_pqrs = T_qpsr.

Both g and Γ will have to satisfy them. The integral g_pqrs is read as (pq|rs), with p and q belonging to the first electron.

```lean
/-- One-electron integrals in the orbitals whose coefficients are the columns of `U`. -/
def rotOne (U h : Matrix n n ℝ) (p q : n) : ℝ :=
  ∑ a, U a p * ∑ b, U b q * h a b
```

Column p of U holds the coefficients of new orbital p, so the definition reads

h_pq(U) = Σ_ab U_ap U_bq h_ab.

```lean
/-- Two-electron integrals in the orbitals whose coefficients are the columns of `U`. -/
def rotTwo (U : Matrix n n ℝ) (g : n → n → n → n → ℝ) (p q r s : n) : ℝ :=
  ∑ a, U a p * ∑ b, U b q * ∑ c, U c r * ∑ d, U d s * g a b c d
```

The same happens to all four indices of g, with the sums nested so that one index is transformed at a time.

```lean
/-- The energy for fixed density matrices `γ`, `Γ` and integrals transformed by `U`. -/
def energy (h γ : Matrix n n ℝ) (g Γ : n → n → n → n → ℝ) (U : Matrix n n ℝ) : ℝ :=
  (∑ p, ∑ q, rotOne U h p q * γ p q) +
    1 / 2 * ∑ p, ∑ q, ∑ r, ∑ s, rotTwo U g p q r s * Γ p q r s
```

This is the energy with transformed integrals:

E(U) = Σ_pq h_pq(U) γ_pq + ½ Σ_pqrs g_pqrs(U) Γ_pqrs.

The density matrices are arbitrary arrays with the right symmetry; nothing requires them to come from a wavefunction. No overlap matrix appears, so E(U) is the usual electronic energy expression, without the constant nuclear repulsion, when the starting orbitals are orthonormal and U is orthogonal.

The model could also have kept the integrals fixed and transformed γ and Γ, for example γ → UγUᵀ. That gives the same function E(U) and the same slope, but the product rule would then act on the density matrices.

```lean
/-- The generalized Fock matrix `F p a`. -/
def genFock (h γ : Matrix n n ℝ) (g Γ : n → n → n → n → ℝ) (p a : n) : ℝ :=
  (∑ q, γ p q * h a q) + ∑ q, ∑ r, ∑ s, Γ p q r s * g a q r s
```

This is F_pa as given above. It need not be symmetric.

## Where the symmetries come from

```lean
omit [Fintype n] [DecidableEq n] in
/-- Integrals with the eightfold symmetry of real orbitals are pair symmetric. -/
theorem pairSymmetric_of_eightfold {g : n → n → n → n → ℝ}
    (h1 : ∀ p q r s, g p q r s = g q p r s) (h2 : ∀ p q r s, g p q r s = g r s p q) :
    PairSymmetric g :=
  ⟨h2, fun p q r s =>
    (h1 p q r s).trans ((h2 q p r s).trans ((h1 r s q p).trans (h2 s r q p)))⟩
```

Integrals over real orbitals have eightfold symmetry, which is more than the theorem needs. Swapping the first pair and exchanging the pairs gives the required reversal:

g_pqrs = g_qprs = g_rsqp = g_srqp = g_qpsr.

```lean
omit [Fintype n] [DecidableEq n] in
/-- The closed-shell two-particle density matrix built from a symmetric `γ`, and integrals
that factorise into a symmetric `B`, are both pair symmetric. -/
theorem pairSymmetric_witness {γ B : Matrix n n ℝ} (hγ : γ.IsSymm) (hB : B.IsSymm) :
    PairSymmetric (fun p q r s => γ p q * γ r s - 1 / 2 * (γ p s * γ r q)) ∧
      PairSymmetric (fun p q r s => B p q * B r s) := by
  refine ⟨⟨fun p q r s => by ring, fun p q r s => ?_⟩,
    ⟨fun p q r s => by ring, fun p q r s => ?_⟩⟩
  · rw [hγ.apply p q, hγ.apply r s, hγ.apply r q, hγ.apply p s]
    ring
  · rw [hB.apply p q, hB.apply r s]
```

Two familiar forms qualify. One is the closed-shell Hartree–Fock array Γ_pqrs = γ_pq γ_rs − ½ γ_ps γ_rq, with γ symmetric and summed over spin. The other is a product B_pq B_rs with B symmetric, like a single term of a density-fitted or Cholesky-decomposed g.

```lean
omit [DecidableEq n] in
/-- A full sum over four orbital indices is unchanged by reversing both index pairs
and by exchanging the pairs. -/
theorem sum_relabel (X : n → n → n → n → ℝ) :
    (∑ p, ∑ q, ∑ r, ∑ s, X q p s r = ∑ p, ∑ q, ∑ r, ∑ s, X p q r s) ∧
      (∑ p, ∑ q, ∑ r, ∑ s, X r s p q = ∑ p, ∑ q, ∑ r, ∑ s, X p q r s) := by
  constructor
  · exact Finset.sum_comm.trans (Finset.sum_congr rfl fun p _ =>
      Finset.sum_congr rfl fun q _ => Finset.sum_comm)
  · calc ∑ p, ∑ q, ∑ r, ∑ s, X r s p q
        = ∑ p, ∑ r, ∑ q, ∑ s, X r s p q := Finset.sum_congr rfl fun _ _ => Finset.sum_comm
      _ = ∑ r, ∑ p, ∑ q, ∑ s, X r s p q := Finset.sum_comm
      _ = ∑ r, ∑ p, ∑ s, ∑ q, X r s p q := Finset.sum_congr rfl fun _ _ =>
          Finset.sum_congr rfl fun _ _ => Finset.sum_comm
      _ = ∑ r, ∑ s, ∑ p, ∑ q, X r s p q := Finset.sum_congr rfl fun _ _ => Finset.sum_comm
```

Summation indices can be renamed: a full sum of X_qpsr or of X_rspq equals the full sum of X_pqrs. The proof repeatedly interchanges neighbouring sums.

## Differentiating one index at a time

```lean
/-- Product rule for the transformation of one orbital index, along a curve `U` that
passes through the identity with velocity `K`. -/
theorem hasDerivAt_index {U : ℝ → Matrix n n ℝ} {K : Matrix n n ℝ} (h0 : U 0 = 1)
    (hU : ∀ a p, HasDerivAt (fun t => U t a p) (K a p) 0) {f : ℝ → n → ℝ} {f' : n → ℝ}
    (hf : ∀ a, HasDerivAt (fun t => f t a) (f' a) 0) (p : n) :
    HasDerivAt (fun t => ∑ a, U t a p * f t a) (∑ a, K a p * f 0 a + f' p) 0 := by
  refine (HasDerivAt.fun_sum fun a _ => (hU a p).fun_mul (hf a)).congr_deriv ?_
  simp [h0, Finset.sum_add_distrib, Matrix.one_apply, ite_mul]
```

`HasDerivAt f c 0` says that f is differentiable at 0 with derivative c. Here U is any curve with U(0) = 1 and U′(0) = K. At t = 0 the product rule gives

d/dt Σ_a U_ap f_a = Σ_a K_ap f_a(0) + f′_p,

because U(0) = 1 picks out the term a = p. In Lean, a sum written with `∑` stops before the next `+`.

```lean
/-- First-order change of the two-electron integrals: each of the four indices is acted on by `K` in
turn. -/
theorem hasDerivAt_rotTwo {U : ℝ → Matrix n n ℝ} {K : Matrix n n ℝ} (h0 : U 0 = 1)
    (hU : ∀ a p, HasDerivAt (fun t => U t a p) (K a p) 0)
    (g : n → n → n → n → ℝ) (p q r s : n) :
    HasDerivAt (fun t => rotTwo (U t) g p q r s)
      (∑ a, K a p * g a q r s + (∑ a, K a q * g p a r s +
        (∑ a, K a r * g p q a s + ∑ a, K a s * g p q r a))) 0 := by
  have e4 : ∀ a b c, HasDerivAt (fun t => ∑ d, U t d s * g a b c d)
      (∑ d, K d s * g a b c d) 0 := fun a b c =>
    (hasDerivAt_index h0 hU (f := fun _ d => g a b c d) (f' := fun _ => 0)
      (fun d => hasDerivAt_const _ _) s).congr_deriv (by simp)
  have e3 : ∀ a b, HasDerivAt (fun t => ∑ c, U t c r * ∑ d, U t d s * g a b c d)
      (∑ c, K c r * g a b c s + ∑ d, K d s * g a b r d) 0 := fun a b =>
    (hasDerivAt_index h0 hU (fun c => e4 a b c) r).congr_deriv
      (by simp [h0, Matrix.one_apply, ite_mul])
  have e2 : ∀ a, HasDerivAt
      (fun t => ∑ b, U t b q * ∑ c, U t c r * ∑ d, U t d s * g a b c d)
      (∑ b, K b q * g a b r s + (∑ c, K c r * g a q c s + ∑ d, K d s * g a q r d)) 0 :=
    fun a => (hasDerivAt_index h0 hU (fun b => e3 a b) q).congr_deriv
      (by simp [h0, Matrix.one_apply, ite_mul])
  exact (hasDerivAt_index h0 hU e2 p).congr_deriv
    (by simp [h0, Matrix.one_apply, ite_mul])
```

Applying that rule from the innermost index outwards (`e4`, `e3`, `e2`, then the last line) gives

g′_pqrs = Σ_a (K_ap g_aqrs + K_aq g_pars + K_ar g_pqas + K_as g_pqra).

```lean
/-- The energy slope along any curve of orbital transformations that passes through the
identity with velocity `K`. -/
theorem hasDerivAt_energy_curve {U : ℝ → Matrix n n ℝ} {K h γ : Matrix n n ℝ}
    {g Γ : n → n → n → n → ℝ} (h0 : U 0 = 1)
    (hU : ∀ a p, HasDerivAt (fun t => U t a p) (K a p) 0)
    (hh : h.IsSymm) (hγ : γ.IsSymm) (hg : PairSymmetric g) (hΓ : PairSymmetric Γ) :
    HasDerivAt (fun t => energy h γ g Γ (U t))
      (2 * ∑ a, ∑ p, K a p * genFock h γ g Γ p a) 0 := by
  have o1 : ∀ a q, HasDerivAt (fun t => ∑ b, U t b q * h a b) (∑ b, K b q * h a b) 0 :=
    fun a q => (hasDerivAt_index h0 hU (f := fun _ b => h a b) (f' := fun _ => 0)
      (fun b => hasDerivAt_const _ _) q).congr_deriv (by simp)
  have o2 : ∀ p q, HasDerivAt (fun t => rotOne (U t) h p q)
      (∑ a, K a p * h a q + ∑ a, K a q * h p a) 0 := fun p q =>
    (hasDerivAt_index h0 hU (fun a => o1 a q) p).congr_deriv
      (by simp [h0, Matrix.one_apply, ite_mul])
  have d1 : HasDerivAt (fun t => ∑ p, ∑ q, rotOne (U t) h p q * γ p q)
      (∑ p, ∑ q, (∑ a, K a p * h a q + ∑ a, K a q * h p a) * γ p q) 0 :=
    HasDerivAt.fun_sum fun p _ => HasDerivAt.fun_sum fun q _ => (o2 p q).mul_const _
  have d2 : HasDerivAt (fun t => ∑ p, ∑ q, ∑ r, ∑ s, rotTwo (U t) g p q r s * Γ p q r s)
      (∑ p, ∑ q, ∑ r, ∑ s, (∑ a, K a p * g a q r s + (∑ a, K a q * g p a r s +
        (∑ a, K a r * g p q a s + ∑ a, K a s * g p q r a))) * Γ p q r s) 0 :=
    HasDerivAt.fun_sum fun p _ => HasDerivAt.fun_sum fun q _ =>
      HasDerivAt.fun_sum fun r _ => HasDerivAt.fun_sum fun s _ =>
        (hasDerivAt_rotTwo h0 hU g p q r s).mul_const _
  have d := d1.fun_add (d2.const_mul (1 / 2))
  refine d.congr_deriv ?_
  -- the two one-electron terms agree
  have s1 : ∑ p, ∑ q, (∑ a, K a q * h p a) * γ p q =
      ∑ p, ∑ q, (∑ a, K a p * h a q) * γ p q :=
    Finset.sum_comm.trans (Finset.sum_congr rfl fun p _ => Finset.sum_congr rfl fun q _ => by
      rw [hγ.apply p q]
      congr 1
      exact Finset.sum_congr rfl fun a _ => by rw [hh.apply a q])
  -- the four two-electron terms are relabellings of one array X
  obtain ⟨X, hX⟩ : ∃ X : n → n → n → n → ℝ, ∀ p q r s,
      X p q r s = (∑ a, K a p * g a q r s) * Γ p q r s := ⟨_, fun _ _ _ _ => rfl⟩
  have x2 : ∀ p q r s, (∑ a, K a q * g p a r s) * Γ p q r s = X q p s r := by
    intro p q r s
    rw [hX, hΓ.reverse p q r s]
    congr 1
    exact Finset.sum_congr rfl fun a _ => by rw [hg.reverse p a r s]
  have x3 : ∀ p q r s, (∑ a, K a r * g p q a s) * Γ p q r s = X r s p q := by
    intro p q r s
    rw [hX, hΓ.exchange p q r s]
    congr 1
    exact Finset.sum_congr rfl fun a _ => by rw [hg.exchange p q a s]
  have x4 : ∀ p q r s, (∑ a, K a s * g p q r a) * Γ p q r s = X s r q p := by
    intro p q r s
    rw [hX, hΓ.exchange p q r s, hΓ.reverse r s p q]
    congr 1
    exact Finset.sum_congr rfl fun a _ => by rw [hg.exchange p q r a, hg.reverse r a p q]
  have r4 : ∑ p, ∑ q, ∑ r, ∑ s, X s r q p = ∑ p, ∑ q, ∑ r, ∑ s, X p q r s :=
    (sum_relabel fun p q r s => X q p s r).2.trans (sum_relabel X).1
  have f1 : ∑ a, ∑ p, K a p * genFock h γ g Γ p a =
      (∑ p, ∑ q, (∑ a, K a p * h a q) * γ p q) + ∑ p, ∑ q, ∑ r, ∑ s, X p q r s := by
    simp only [genFock, mul_add, Finset.sum_add_distrib, hX]
    congr 1
    · refine Finset.sum_comm.trans (Finset.sum_congr rfl fun p _ => ?_)
      simp only [Finset.mul_sum, Finset.sum_mul]
      exact Finset.sum_comm.trans (Finset.sum_congr rfl fun q _ =>
        Finset.sum_congr rfl fun a _ => by ring)
    · refine Finset.sum_comm.trans (Finset.sum_congr rfl fun p _ => ?_)
      simp only [Finset.mul_sum, Finset.sum_mul]
      refine Finset.sum_comm.trans (Finset.sum_congr rfl fun q _ => ?_)
      refine Finset.sum_comm.trans (Finset.sum_congr rfl fun r _ => ?_)
      exact Finset.sum_comm.trans (Finset.sum_congr rfl fun s _ =>
        Finset.sum_congr rfl fun a _ => by ring)
  rw [f1]
  simp only [add_mul, Finset.sum_add_distrib, s1, x2, x3, x4, ← hX,
    (sum_relabel X).1, (sum_relabel X).2, r4]
  ring
```

Here the terms are collected. For the one-electron part,

h′_pq = Σ_a K_ap h_aq + Σ_a K_aq h_pa.

Multiply by γ_pq and sum. Exchanging the names p and q in the second term, and using the symmetry of h and γ, turns it into the first (`s1`). The total is 2 Σ K_ap γ_pq h_aq.

For the two-electron part, set

X_pqrs = Σ_a K_ap g_aqrs Γ_pqrs.

After multiplication by Γ_pqrs, the four terms of g′ are X_pqrs, X_qpsr, X_rspq and X_srqp. For the second, g_pars = g_apsr and Γ_pqrs = Γ_qpsr; the others follow in the same way (`x2`, `x3`, `x4`). All four have the same full sum, so the prefactor ½ leaves 2 Σ X_pqrs. Step `f1` recognises the two parts together as Σ K_ap F_pa, and the slope is twice that.

## Exponential curves and orthogonal rotations

```lean
/-- Orbital gradient: along `exp (t K)` the energy has slope `2 ∑ K a p * F p a` at
`t = 0`, with `F` the generalized Fock matrix. -/
theorem orbital_gradient {h γ : Matrix n n ℝ} {g Γ : n → n → n → n → ℝ}
    (hh : h.IsSymm) (hγ : γ.IsSymm) (hg : PairSymmetric g) (hΓ : PairSymmetric Γ)
    (K : Matrix n n ℝ) :
    HasDerivAt (fun t : ℝ => energy h γ g Γ (NormedSpace.exp (t • K)))
      (2 * ∑ a, ∑ p, K a p * genFock h γ g Γ p a) 0 := by
  refine hasDerivAt_energy_curve (U := fun t : ℝ => NormedSpace.exp (t • K))
    (by simp [NormedSpace.exp_zero]) (fun a p => ?_) hh hγ hg hΓ
  -- differentiate the matrix exponential and read off one entry
  let _ : NormedRing (Matrix n n ℝ) := Matrix.linftyOpNormedRing
  let _ : NormedAlgebra ℝ (Matrix n n ℝ) := Matrix.linftyOpNormedAlgebra
  have hexp := hasDerivAt_exp_smul_const (𝕂 := ℝ) K (0 : ℝ)
  let L : Matrix n n ℝ →ₗ[ℝ] ℝ :=
    { toFun := fun M => M a p
      map_add' := fun _ _ => rfl
      map_smul' := fun _ _ => rfl }
  have h3 : HasDerivAt (fun t : ℝ => NormedSpace.exp (t • K) a p)
      ((NormedSpace.exp ((0 : ℝ) • K) * K) a p) 0 :=
    (LinearMap.toContinuousLinearMap L).hasFDerivAt.comp_hasDerivAt (0 : ℝ) hexp
  rw [zero_smul, NormedSpace.exp_zero, one_mul] at h3
  exact h3
```

It remains to check that exp(tK) is such a curve. It equals 1 at t = 0, and its derivative exp(tK)K equals K there. The proof gives the matrices a norm so that the exponential can be differentiated, then uses the linear map `L` to read off one entry. The result holds for every real K, including those for which exp(tK) is not orthogonal.

```lean
/-- For an antisymmetric generator `K`, the matrix `exp (t K)` is orthogonal and the energy slope at
`t = 0` is the contraction of `K a p` with the difference `F p a - F a p`. -/
theorem orbital_gradient_antisymm {h γ : Matrix n n ℝ} {g Γ : n → n → n → n → ℝ}
    (hh : h.IsSymm) (hγ : γ.IsSymm) (hg : PairSymmetric g) (hΓ : PairSymmetric Γ)
    {K : Matrix n n ℝ} (hK : Kᵀ = -K) :
    (∀ t : ℝ, (NormedSpace.exp (t • K))ᵀ * NormedSpace.exp (t • K) = 1) ∧
    HasDerivAt (fun t : ℝ => energy h γ g Γ (NormedSpace.exp (t • K)))
      (∑ a, ∑ p, K a p * (genFock h γ g Γ p a - genFock h γ g Γ a p)) 0 := by
  constructor
  · intro t
    rw [← Matrix.exp_transpose, Matrix.transpose_smul, hK, smul_neg,
      ← Matrix.exp_add_of_commute _ _ (Commute.neg_left (Commute.refl (t • K))),
      neg_add_cancel, NormedSpace.exp_zero]
  · refine (orbital_gradient hh hγ hg hΓ K).congr_deriv ?_
    have hk : ∀ i j, K i j = -K j i := fun i j => congrFun (congrFun hK j) i
    have e : ∑ a, ∑ p, K a p * genFock h γ g Γ a p =
        ∑ a, ∑ p, -(K a p * genFock h γ g Γ p a) :=
      Finset.sum_comm.trans (Finset.sum_congr rfl fun a _ =>
        Finset.sum_congr rfl fun p _ => by rw [hk p a]; ring)
    simp only [mul_sub, Finset.sum_sub_distrib, e, Finset.sum_neg_distrib]
    ring
```

The hypothesis `Kᵀ = -K` restricts K to generators of rotations. Then exp(tK)ᵀ = exp(−tK), so exp(tK)ᵀ exp(tK) = 1 and orthonormal orbitals stay orthonormal. Renaming indices gives Σ K_ap F_ap = −Σ K_ap F_pa, hence

E′(0) = Σ_ap K_ap (F_pa − F_ap).

```lean
/-- The energy is stationary under every orbital rotation with antisymmetric generator
exactly when the generalized Fock matrix is symmetric. -/
theorem stationary_iff_genFock_symm {h γ : Matrix n n ℝ} {g Γ : n → n → n → n → ℝ}
    (hh : h.IsSymm) (hγ : γ.IsSymm) (hg : PairSymmetric g) (hΓ : PairSymmetric Γ) :
    (∀ K : Matrix n n ℝ, Kᵀ = -K →
      HasDerivAt (fun t : ℝ => energy h γ g Γ (NormedSpace.exp (t • K))) 0 0) ↔
    ∀ p a, genFock h γ g Γ p a = genFock h γ g Γ a p := by
  constructor
  · intro hs p a
    -- test with the generator given by the gradient itself
    let K : Matrix n n ℝ :=
      Matrix.of fun a p => genFock h γ g Γ p a - genFock h γ g Γ a p
    have hK : Kᵀ = -K := by
      ext i j
      simp [K]
    have z : ∑ a, ∑ p, (genFock h γ g Γ p a - genFock h γ g Γ a p) *
        (genFock h γ g Γ p a - genFock h γ g Γ a p) = 0 :=
      (orbital_gradient_antisymm hh hγ hg hΓ hK).2.unique (hs K hK)
    have z1 := (Finset.sum_eq_zero_iff_of_nonneg (fun a _ =>
      Finset.sum_nonneg fun p _ => mul_self_nonneg _)).1 z a (Finset.mem_univ a)
    have z2 := (Finset.sum_eq_zero_iff_of_nonneg (fun p _ =>
      mul_self_nonneg _)).1 z1 p (Finset.mem_univ p)
    exact sub_eq_zero.1 (mul_self_eq_zero.1 z2)
  · intro hF K hK
    refine (orbital_gradient_antisymm hh hγ hg hΓ hK).2.congr_deriv ?_
    exact Finset.sum_eq_zero fun a _ => Finset.sum_eq_zero fun p _ => by
      rw [hF p a, sub_self, mul_zero]

end

end OrbitalGradient
```

The slope at t = 0 vanishes for every antisymmetric K exactly when F is symmetric. If F is symmetric, every term above is zero. Conversely, choose K_ap = F_pa − F_ap, which is antisymmetric. Its slope is Σ_ap (F_pa − F_ap)², and a vanishing sum of squares has only vanishing terms.

For real orbitals in a finite basis, real configuration coefficients and fixed density matrices, this is the orbital stationarity condition of multiconfigurational SCF. It does not distinguish a minimum from a saddle point.

```lean
#print axioms OrbitalGradient.pairSymmetric_of_eightfold
#print axioms OrbitalGradient.stationary_iff_genFock_symm
```

```
'OrbitalGradient.pairSymmetric_of_eightfold' depends on axioms: [propext, Classical.choice, Quot.sound]
'OrbitalGradient.stationary_iff_genFock_symm' depends on axioms: [propext, Classical.choice, Quot.sound]
```

## The gradient in an orbital optimisation

A program can transform the integrals to the current orbitals, build F from γ and Γ, and form the gradient. Since K_ap and K_pa = −K_ap are one parameter, its gradient element is 2(F_pa − F_ap) for a ≠ p. After a step K, the coefficient matrix C becomes C exp(K). Recomputing the integrals in the new orbitals puts the next gradient at the identity again, where the formula applies.
